# In a Kramers pair on the line, magnetisation and charge current cancel while spin current doubles

We treat a current at a point as a function of two vectors, the value of a spinor there and its derivative there. The derivative is supplied separately, with the condition that it really is the derivative, so the algebra of the currents stands apart from the calculus.

Let $\psi=(a,b)$ be a two-component spinor on the line, differentiable at $x$. Its Kramers partner, the time-reversed spinor, is $T\psi=(-\bar b,\bar a)$. With $\sigma_i$ the Pauli matrices, the subscript $i=0,1,2$ standing for the spin directions $x,y,z$ (elsewhere $i$ is the imaginary unit), define at the point $x$ of the line

$$m_i=\psi^*\sigma_i\psi,\qquad j=\operatorname{Im}\psi^*\psi',\qquad J_i=\operatorname{Im}\psi^*\sigma_i\psi'.$$

These are the magnetisation and the paramagnetic charge and spin currents, with $\hbar$ and the electron mass set to 1 and without the factors of charge and of spin one half. Summed over $\psi$ and $T\psi$, every $m_i$ and $j$ vanish, and every $J_i$ is twice its value for $\psi$.

In a closed-shell, non-interacting Kohn–Sham system built from such pairs on the line, a functional of magnetisation and charge current alone therefore receives zero for both, while the spin current can survive if there is spin–orbit coupling.

## Time reversal acting on the currents

Conjugation commutes with a real derivative, so $(T\psi)'=(-\bar b',\bar a')=T(\psi')$. For the charge current,

$$(T\psi)^*(T\psi)'=(-b)(-\bar b')+a\bar a'=\overline{\bar a a'+\bar b b'}=\overline{\psi^*\psi'},$$

and conjugation reverses the imaginary part. Hence $j$ changes sign.

For the spin current, the three components of $\psi^*\sigma_i\psi'$ are

$$\bar a b'+\bar b a',\qquad -i\bar a b'+i\bar b a',\qquad \bar a a'-\bar b b'.$$

For the partner they become

$$-b\bar a'-a\bar b',\qquad ib\bar a'-ia\bar b',\qquad b\bar b'-a\bar a'.$$

Each is minus the conjugate of the original: $(T\psi)^*\sigma_i(T\psi)'=-\overline{\psi^*\sigma_i\psi'}$. Since $\operatorname{Im}(-\bar z)=\operatorname{Im}z$, each $J_i$ is unchanged and the pair carries $2J_i$. Putting $\psi$ in place of $\psi'$ in the same algebra gives $-\overline{m_i}=-m_i$, because $m_i$ is real, so the magnetisation cancels.

The real part gives a neighbouring result: $\operatorname{Re}\psi^*\sigma_i\psi'$, which is half the gradient of $m_i$, cancels over the pair.

If $\psi$ has occupation $f$ and its partner $g$, the pair contributes $(f-g)m_i$, $(f-g)j$ and $(f+g)J_i$. Sums over several pairs follow term by term.

## Numbers at one point, and a plane wave

Take $\psi=(1,i)$ and $\psi'=(2i,1)$ at some point. Then $m=(0,2,0)$, $j=1$ and $J=(0,1,3)$. The partner has value $(i,1)$ and derivative $(-1,-2i)$, which give $(0,-2,0)$, $-1$ and $(0,1,3)$. The totals are zero, zero and $(0,2,6)$. The density $\psi^*\psi$ here is 2; per unit density of $\psi$, its own spin current is $(0,\tfrac12,\tfrac32)$.

For $\psi=e^{ikx}\chi$ with $k$ real and $\chi$ constant, $\psi'=ik\psi$. The phase has modulus one, so $\psi^*\sigma_i\psi'=ik\,\chi^*\sigma_i\chi$, and the pair carries $2k\,\chi^*\sigma_i\chi$. For $\chi=(1,0)$ this is $(0,0,2k)$: the partner $(0,e^{-ikx})$ has both the opposite spin and the opposite velocity. A free electron has the same energy at $-k$; if the pair built from $e^{-ikx}\chi$ is filled as well, it carries the opposite spin current and the total is zero.

## Spinors and currents in Lean

```lean
import Mathlib

open Matrix
open scoped ComplexConjugate

namespace KramersSpinCurrent

noncomputable section
```

A spinor value is a function `Fin 2 → ℂ`, with `u 0` for $a$ and `u 1` for $b$.

```lean
/-- The Kramers partner `(-conj b, conj a)` of a spinor `(a, b)`. -/
def kramers (u : Fin 2 → ℂ) : Fin 2 → ℂ := ![-conj (u 1), conj (u 0)]

/-- The three Pauli matrices, in the order x, y, z. -/
def pauli : Fin 3 → Matrix (Fin 2) (Fin 2) ℂ :=
  ![!![0, 1; 1, 0], !![0, -Complex.I; Complex.I, 0], !![1, 0; 0, -1]]
```

The magnetisation is typed as a complex number, although its value is real. The two currents are real by definition, and `du` is the derivative argument.

```lean
/-- Component `i` of the magnetisation `ψ* σ ψ` of a spinor with value `u`. -/
def magnetisation (u : Fin 2 → ℂ) (i : Fin 3) : ℂ := star u ⬝ᵥ (pauli i *ᵥ u)

/-- The charge current `Im ψ* ψ'` of a spinor with value `u` and derivative `du`. -/
def chargeCurrent (u du : Fin 2 → ℂ) : ℝ := (star u ⬝ᵥ du).im

/-- The spin current `Im ψ* σ ψ'`, for spin component `i`, of a spinor with value `u` and
derivative `du`. -/
def spinCurrent (u du : Fin 2 → ℂ) (i : Fin 3) : ℝ := (star u ⬝ᵥ (pauli i *ᵥ du)).im

/-- The plane wave `exp(ikx) χ` with constant spinor `χ`. -/
def planeWave (k : ℝ) (χ : Fin 2 → ℂ) (x : ℝ) : Fin 2 → ℂ :=
  Complex.exp (k * x * Complex.I) • χ
```

Nothing requires the spinors to be normalised, mutually orthogonal or solutions of a Schrödinger equation. There is one spatial direction, and the currents are the paramagnetic ones: the terms that a vector potential or spin–orbit coupling can add to them are left out.

## Differentiation and the two symmetries

The first lemma is $(T\psi)'=T(\psi')$. It splits the derivative into components and conjugates each one, with a sign for the first.

```lean
/-- Where a spinor is differentiable, the derivative of its Kramers partner is the Kramers
partner of its derivative. -/
theorem hasDerivAt_kramers {ψ : ℝ → Fin 2 → ℂ} {dψ : Fin 2 → ℂ} {x : ℝ}
    (h : HasDerivAt ψ dψ x) :
    HasDerivAt (fun y => kramers (ψ y)) (kramers dψ) x := by
  rw [hasDerivAt_pi] at h ⊢
  refine Fin.forall_fin_two.2 ⟨?_, ?_⟩
  · exact (h 1).star.fun_neg
  · exact (h 0).star
```

The next two lemmas are the odd charge current and the even spin current. They hold for any two vectors `u` and `du`; the proofs expand in components, and in the second `fin_cases i` runs through the three Pauli matrices.

```lean
/-- The charge current changes sign when the spinor and its derivative are replaced by their
Kramers partners. -/
theorem chargeCurrent_kramers (u du : Fin 2 → ℂ) :
    chargeCurrent (kramers u) (kramers du) = -chargeCurrent u du := by
  simp [chargeCurrent, kramers, dotProduct, Fin.sum_univ_two]
  ring

/-- Every component of the spin current is unchanged when the spinor and its derivative are
replaced by their Kramers partners. -/
theorem spinCurrent_kramers (u du : Fin 2 → ℂ) (i : Fin 3) :
    spinCurrent (kramers u) (kramers du) i = spinCurrent u du i := by
  fin_cases i <;>
    simp [spinCurrent, kramers, pauli, dotProduct, Matrix.mulVec, Fin.sum_univ_two] <;> ring
```

## One pair, then many

In `kramers_pair`, `hψ` says that `dψ` is the derivative of the spinor at `x`, and `hφ` says the same of `dφ` and the partner. The second condition costs no generality, since `hasDerivAt_kramers` supplies such a derivative. Uniqueness of derivatives then forces `dφ = kramers dψ`, and the symmetries finish the two currents. The magnetisation is expanded directly.

```lean
/-- For a differentiable spinor and its Kramers partner, the summed magnetisation and the summed
charge current vanish, and the summed spin current is twice that of the spinor. -/
theorem kramers_pair {ψ : ℝ → Fin 2 → ℂ} {dψ dφ : Fin 2 → ℂ} {x : ℝ}
    (hψ : HasDerivAt ψ dψ x) (hφ : HasDerivAt (fun y => kramers (ψ y)) dφ x) :
    (∀ i, magnetisation (ψ x) i + magnetisation (kramers (ψ x)) i = 0) ∧
    chargeCurrent (ψ x) dψ + chargeCurrent (kramers (ψ x)) dφ = 0 ∧
    ∀ i, spinCurrent (ψ x) dψ i + spinCurrent (kramers (ψ x)) dφ i
      = 2 * spinCurrent (ψ x) dψ i := by
  -- the derivative of the partner is fixed by that of the spinor
  have hd : dφ = kramers dψ := hφ.unique (hasDerivAt_kramers hψ)
  rw [hd]
  refine ⟨fun i => ?_, ?_, fun i => ?_⟩
  · fin_cases i <;>
      simp [magnetisation, kramers, pauli, dotProduct, Matrix.mulVec, Fin.sum_univ_two] <;> ring
  · rw [chargeCurrent_kramers]
    ring
  · rw [spinCurrent_kramers]
    ring
```

For a finite family indexed by `ι`, the occupations `f` and `g` are arbitrary real numbers; physical ones lie between 0 and 1. In a closed shell every $f$ and $g$ is 1; the magnetisation and charge current already vanish when $f=g$ within each pair. Both members of each pair remain exact partners even when $f\ne g$, which a spin-polarised self-consistent calculation need not respect.

```lean
/-- For finitely many differentiable spinors with occupations `f` and Kramers partners with
occupations `g`, the total magnetisation and charge current are weighted by `f - g`, and the total
spin current by `f + g`. -/
theorem occupied_pairs {ι : Type*} [Fintype ι] (f g : ι → ℝ) {ψ : ι → ℝ → Fin 2 → ℂ}
    {dψ dφ : ι → Fin 2 → ℂ} {x : ℝ} (hψ : ∀ n, HasDerivAt (ψ n) (dψ n) x)
    (hφ : ∀ n, HasDerivAt (fun y => kramers (ψ n y)) (dφ n) x) :
    (∀ i, ∑ n, ((f n : ℂ) * magnetisation (ψ n x) i
        + (g n : ℂ) * magnetisation (kramers (ψ n x)) i)
      = ∑ n, ((f n : ℂ) - (g n : ℂ)) * magnetisation (ψ n x) i) ∧
    ∑ n, (f n * chargeCurrent (ψ n x) (dψ n) + g n * chargeCurrent (kramers (ψ n x)) (dφ n))
      = ∑ n, (f n - g n) * chargeCurrent (ψ n x) (dψ n) ∧
    ∀ i, ∑ n, (f n * spinCurrent (ψ n x) (dψ n) i
        + g n * spinCurrent (kramers (ψ n x)) (dφ n) i)
      = ∑ n, (f n + g n) * spinCurrent (ψ n x) (dψ n) i := by
  -- each pair contributes separately
  refine ⟨fun i => Finset.sum_congr rfl fun n _ => ?_, Finset.sum_congr rfl fun n _ => ?_,
    fun i => Finset.sum_congr rfl fun n _ => ?_⟩
  · linear_combination (g n : ℂ) * (kramers_pair (hψ n) (hφ n)).1 i
  · linear_combination g n * (kramers_pair (hψ n) (hφ n)).2.1
  · linear_combination g n * (kramers_pair (hψ n) (hφ n)).2.2 i
```

Each `linear_combination` multiplies the one-pair identity by `g n`, which turns the partner's term into a multiple of the spinor's own.

## The spin current of a plane-wave pair

The chain rule gives $\psi'=ik\psi$.

```lean
/-- The derivative of the plane wave `exp(ikx) χ` is `ik` times the plane wave. -/
theorem hasDerivAt_planeWave (k : ℝ) (χ : Fin 2 → ℂ) (x : ℝ) :
    HasDerivAt (planeWave k χ) (((k : ℂ) * Complex.I) • planeWave k χ x) x := by
  have h1 : HasDerivAt (fun y : ℝ => (k : ℂ) * (y : ℂ) * Complex.I) ((k : ℂ) * Complex.I) x :=
    (((hasDerivAt_id x).ofReal_comp.const_mul (k : ℂ)).mul_const Complex.I).congr_deriv
      (by simp)
  refine (h1.cexp.smul_const χ).congr_deriv ?_
  simp only [planeWave]
  module
```

In `planeWave_pair`, the pair theorem supplies the factor 2, `hc` is the statement that the phase has modulus one, and `hs` reduces the product to $ik\,\chi^*\sigma_i\chi$. The real part in the statement only converts the complex-typed magnetisation to a real number. For unnormalised $\chi$, division by $\chi^*\chi$ gives $2k$ times the expectation value of $\sigma_i$.

```lean
/-- The plane wave `exp(ikx) χ` and its Kramers partner together carry the spin current
`2k χ* σ χ`. -/
theorem planeWave_pair {k x : ℝ} {χ dψ dφ : Fin 2 → ℂ}
    (hψ : HasDerivAt (planeWave k χ) dψ x)
    (hφ : HasDerivAt (fun y => kramers (planeWave k χ y)) dφ x) (i : Fin 3) :
    spinCurrent (planeWave k χ x) dψ i + spinCurrent (kramers (planeWave k χ x)) dφ i
      = 2 * k * (magnetisation χ i).re := by
  rw [(kramers_pair hψ hφ).2.2 i, hψ.unique (hasDerivAt_planeWave k χ x)]
  -- the phase factor has modulus one
  have hc : star (Complex.exp (k * x * Complex.I)) * Complex.exp (k * x * Complex.I) = 1 := by
    rw [Complex.star_def, ← Complex.exp_conj, ← Complex.exp_add]
    simp
  have hs : star (planeWave k χ x) ⬝ᵥ
      (pauli i *ᵥ (((k : ℂ) * Complex.I) • planeWave k χ x))
      = (k : ℂ) * Complex.I * magnetisation χ i := by
    simp only [planeWave, magnetisation, star_smul, smul_dotProduct, Matrix.mulVec_smul,
      dotProduct_smul, smul_eq_mul]
    linear_combination ((k : ℂ) * Complex.I * (star χ ⬝ᵥ (pauli i *ᵥ χ))) * hc
  have him : ((k : ℂ) * Complex.I * magnetisation χ i).im = k * (magnetisation χ i).re := by
    simp
  rw [spinCurrent, hs, him]
  ring
```

Setting $\chi=(1,0)$ and evaluating the three components gives the spin-up case.

```lean
/-- The spin-up plane wave `(exp(ikx), 0)` and its Kramers partner together carry the spin
current `2k` for the z component of spin and none for the x and y components. -/
theorem planeWave_up_pair {k x : ℝ} {dψ dφ : Fin 2 → ℂ}
    (hψ : HasDerivAt (planeWave k ![1, 0]) dψ x)
    (hφ : HasDerivAt (fun y => kramers (planeWave k ![1, 0] y)) dφ x) (i : Fin 3) :
    spinCurrent (planeWave k ![1, 0] x) dψ i
      + spinCurrent (kramers (planeWave k ![1, 0] x)) dφ i = ![0, 0, 2 * k] i := by
  rw [planeWave_pair hψ hφ i]
  fin_cases i <;>
    simp [magnetisation, pauli, dotProduct, Matrix.mulVec, Fin.sum_univ_two]

end

end KramersSpinCurrent
```

```lean
#print axioms KramersSpinCurrent.kramers_pair
#print axioms KramersSpinCurrent.occupied_pairs
#print axioms KramersSpinCurrent.planeWave_up_pair
```

```
'KramersSpinCurrent.kramers_pair' depends on axioms: [propext, Classical.choice, Quot.sound]
'KramersSpinCurrent.occupied_pairs' depends on axioms: [propext, Classical.choice, Quot.sound]
'KramersSpinCurrent.planeWave_up_pair' depends on axioms: [propext, Classical.choice, Quot.sound]
```
